# Light atom in the optical branch, heavy atom in the acoustic: mass-weighted mode shares in the equal-spring diatomic chain

At the zone boundary of a diatomic chain with unequal masses and equal springs, each mode moves only one of the two kinds of atom, and the branches are readily named after the atoms. Read off at that one point, the names could fail elsewhere: the atoms couple at other wavevectors, and the larger share of a mode might change sides. A branch labelled "light atom" would then be mislabelled over part of the zone. For unequal masses and equal nearest-neighbour springs, the problems below show that this never happens, when shares are measured by the squared norm in mass-weighted coordinates.

In atom-projected phonon densities of states these squared components serve as weights, so for this harmonic one-dimensional model the result says which atom dominates each branch.

## The Bloch matrix and its two branches

Atoms of mass $m$ and $M$ alternate along a chain, joined by springs of constant $K$. Let $x$ be the Bloch phase per cell, $u_0,u_1$ the displacement amplitudes of the atoms of mass $m$ and $M$, and $w$ the squared frequency. The equations of motion are

$$m w u_0 = 2Ku_0-K(1+e^{-ix})u_1,\qquad M w u_1 = 2Ku_1-K(1+e^{ix})u_0 .$$

Put $v_0=\sqrt m\,u_0$, $v_1=\sqrt M\,u_1$ and $\kappa=K/\sqrt{mM}$. Dividing the equations by $\sqrt m$ and $\sqrt M$ gives $Dv=wv$ with

$$D=\begin{pmatrix}2K/m&-\kappa(1+e^{-ix})\\-\kappa(1+e^{ix})&2K/M\end{pmatrix}.$$

The Lean definitions take this matrix as their starting point; the equations of motion themselves are not formalised.

```lean
import Mathlib

open Matrix ComplexConjugate

namespace DiatomicChainPolarization

noncomputable section
```

The constant $\kappa$ is `coupling`, and $D$ is `blochMatrix`, a complex matrix with real parameters.

```lean
/-- Mass-weighted nearest-neighbour coupling `K / √(m M)`. -/
def coupling (K m M : ℝ) : ℝ := K / √(m * M)

/-- Mass-weighted Bloch matrix of the diatomic chain with spring constant `K` at phase `x` per
cell; index `0` is the atom of mass `m`, index `1` the atom of mass `M`. -/
def blochMatrix (K m M x : ℝ) : Matrix (Fin 2) (Fin 2) ℂ :=
  !![((2 * K / m : ℝ) : ℂ), -((coupling K m M : ℂ) * (1 + Complex.exp (-(x * Complex.I))));
     -((coupling K m M : ℂ) * (1 + Complex.exp (x * Complex.I))), ((2 * K / M : ℝ) : ℂ)]
```

Write $\sigma=1/m+1/M$ and $\delta=1/m-1/M$. The half-splitting of the branches, in units of $K$, is $S=\sqrt{\sigma^2-4\sin^2(x/2)/(mM)}$, called `splitting`. The optical and acoustic squared frequencies are $w_\pm=K\sigma\pm KS$.

```lean
/-- Half the distance between the two squared-frequency branches, in units of `K`. -/
def splitting (m M x : ℝ) : ℝ :=
  √((1 / m + 1 / M) ^ 2 - 4 * Real.sin (x / 2) ^ 2 / (m * M))

/-- Squared frequency of the optical branch. -/
def opticalSq (K m M x : ℝ) : ℝ := K * (1 / m + 1 / M) + K * splitting m M x

/-- Squared frequency of the acoustic branch. -/
def acousticSq (K m M x : ℝ) : ℝ := K * (1 / m + 1 / M) - K * splitting m M x
```

The ratio $r=\delta/S$ is `contrast`. It will measure how unevenly a mode is shared.

```lean
/-- The difference of inverse masses `1/m - 1/M` divided by `splitting m M x`. -/
def contrast (m M x : ℝ) : ℝ := (1 / m - 1 / M) / splitting m M x
```

A unit mode satisfies $Dv=wv$ and $|v_0|^2+|v_1|^2=1$. At nonzero frequency, $|v_j|^2$ is atom $j$'s share of the time-averaged kinetic energy. It is not a share of squared displacement, since the masses enter through $v$.

```lean
/-- `v` is a normalised eigenvector of the Bloch matrix with squared frequency `w`. -/
def IsUnitMode (K m M x w : ℝ) (v : Fin 2 → ℂ) : Prop :=
  blochMatrix K m M x *ᵥ v = (w : ℂ) • v ∧ ‖v 0‖ ^ 2 + ‖v 1‖ ^ 2 = 1
```

## (a) Two contributions to the splitting

**Task.** For positive masses, write $S^2$ as a mass-difference term plus a coupling term.

**Solution.** Since $\sigma^2=\delta^2+4/(mM)$,

$$\sigma^2-\frac{4\sin^2(x/2)}{mM}=\delta^2+\frac{4\cos^2(x/2)}{mM}.$$

The right side is nonnegative, so it is the square of its root $S$. In Lean, `h` is this identity, and `Real.sq_sqrt` removes the root.

```lean
/-- The squared splitting is a mass-difference term plus a coupling term. -/
theorem splitting_sq {m M : ℝ} (hm : 0 < m) (hM : 0 < M) (x : ℝ) :
    splitting m M x ^ 2 = (1 / m - 1 / M) ^ 2 + 4 * Real.cos (x / 2) ^ 2 / (m * M) := by
  have h : (1 / m + 1 / M) ^ 2 - 4 * Real.sin (x / 2) ^ 2 / (m * M)
      = (1 / m - 1 / M) ^ 2 + 4 * Real.cos (x / 2) ^ 2 / (m * M) := by
    rw [Real.sin_sq]; ring
  rw [splitting, h, Real.sq_sqrt (by positivity)]
```

## (b) A gap at every phase

**Task.** Show that $S>0$ for every real $x$ when $0<m<M$.

**Solution.** Here $1/m>1/M$, so $\delta>0$, and part (a) gives $S^2\ge\delta^2>0$. A square root is nonnegative, and this one is not zero. The Lean proof uses the same two facts, `h2` for the square and `h0` for the sign.

```lean
/-- For `0 < m < M`, the quantity `splitting m M x` is positive at every phase. -/
theorem splitting_pos {m M : ℝ} (hm : 0 < m) (h : m < M) (x : ℝ) : 0 < splitting m M x := by
  have hM : 0 < M := hm.trans h
  have hd : 0 < 1 / m - 1 / M := sub_pos.2 (one_div_lt_one_div_of_lt hm h)
  have h2 : 0 < splitting m M x ^ 2 := by
    rw [splitting_sq hm hM]; positivity
  have h0 : 0 ≤ splitting m M x := Real.sqrt_nonneg _
  exact lt_of_le_of_ne h0 (fun e => by rw [← e] at h2; norm_num at h2)
```

## (c) The product of the phase factors

**Task.** Evaluate $(1+e^{-ix})(1+e^{ix})$.

**Solution.** Let $a=e^{ix/2}$ and $b=e^{-ix/2}$, so that $ab=1$. Then

$$(1+b^2)(1+a^2)=(a+b)^2+(ab-1)^2=(a+b)^2=4\cos^2(x/2).$$

In Lean, `h1` and `h2` introduce the half-angle exponentials and `h3` is $ab=1$. The final `linear_combination` multiplies `h3` by $ab-1$, which accounts for the extra square.

```lean
/-- The two Bloch phase factors multiply to `4 cos²(x/2)`. -/
theorem phase_product (x : ℝ) :
    (1 + Complex.exp (-(x * Complex.I))) * (1 + Complex.exp (x * Complex.I))
      = 4 * ((Real.cos (x / 2) : ℝ) : ℂ) ^ 2 := by
  have h1 : Complex.exp (x * Complex.I) = Complex.exp (((x / 2 : ℝ) : ℂ) * Complex.I) ^ 2 := by
    rw [← Complex.exp_nat_mul]; congr 1; push_cast; ring
  have h2 : Complex.exp (-(x * Complex.I))
      = Complex.exp (-((x / 2 : ℝ) : ℂ) * Complex.I) ^ 2 := by
    rw [← Complex.exp_nat_mul]; congr 1; push_cast; ring
  have h3 : Complex.exp (((x / 2 : ℝ) : ℂ) * Complex.I)
      * Complex.exp (-((x / 2 : ℝ) : ℂ) * Complex.I) = 1 := by
    rw [← Complex.exp_add, neg_mul, add_neg_cancel, Complex.exp_zero]
  rw [h1, h2, Complex.ofReal_cos, Complex.cos]
  linear_combination (Complex.exp (((x / 2 : ℝ) : ℂ) * Complex.I)
      * Complex.exp (-((x / 2 : ℝ) : ℂ) * Complex.I) - 1) * h3
```

## (d) All the eigenvalues

**Task.** For positive masses, show that a complex number $z$ is an eigenvalue of $D$ exactly when $z=w_+$ or $z=w_-$.

**Solution.** A nonzero solution of $(D-z)v=0$ exists exactly when the determinant vanishes. By (c) and $\kappa^2=K^2/(mM)$,

$$\begin{aligned}
\det(D-z)&=\left(\frac{2K}{m}-z\right)\left(\frac{2K}{M}-z\right)-\frac{4K^2\cos^2(x/2)}{mM}\\
&=z^2-2K\sigma z+\frac{4K^2\sin^2(x/2)}{mM}\\
&=(z-K\sigma)^2-K^2S^2=(z-w_+)(z-w_-).
\end{aligned}$$

The statement holds for every real $K$. Its two directions say that both branches have eigenvectors and that there are no further eigenvalues, real or complex.

In the proof, `hdet` is the factorisation, assembled from (a), (c) and the value of $\kappa^2$. The equivalence `hv` moves $zv$ to the left side, and `Matrix.exists_mulVec_eq_zero_iff` is the determinant criterion.

```lean
/-- The eigenvalues of the Bloch matrix are exactly the optical and acoustic squared
frequencies. -/
theorem eigenvalue_iff {m M : ℝ} (hm : 0 < m) (hM : 0 < M) (K x : ℝ) (z : ℂ) :
    (∃ v : Fin 2 → ℂ, v ≠ 0 ∧ blochMatrix K m M x *ᵥ v = z • v) ↔
      z = opticalSq K m M x ∨ z = acousticSq K m M x := by
  -- the secular determinant factorises over the two branches
  have hdet : (blochMatrix K m M x - z • (1 : Matrix (Fin 2) (Fin 2) ℂ)).det
      = (z - opticalSq K m M x) * (z - acousticSq K m M x) := by
    have e : blochMatrix K m M x - z • (1 : Matrix (Fin 2) (Fin 2) ℂ) =
        !![((2 * K / m : ℝ) : ℂ) - z,
            -((coupling K m M : ℂ) * (1 + Complex.exp (-(x * Complex.I))));
          -((coupling K m M : ℂ) * (1 + Complex.exp (x * Complex.I))),
            ((2 * K / M : ℝ) : ℂ) - z] := by
      ext i j; fin_cases i <;> fin_cases j <;> simp [blochMatrix]
    have hP := phase_product x
    have hS := splitting_sq hm hM x
    have hk : coupling K m M ^ 2 = K ^ 2 / (m * M) := by
      rw [coupling, div_pow, Real.sq_sqrt (by positivity)]
    generalize Real.cos (x / 2) = c at hP hS
    have hS' := congrArg Complex.ofReal hS
    have hk' := congrArg Complex.ofReal hk
    push_cast at hS' hk'
    rw [e, Matrix.det_fin_two_of, opticalSq, acousticSq]
    push_cast
    linear_combination (-(coupling K m M : ℂ) ^ 2) * hP - 4 * (c : ℂ) ^ 2 * hk'
      + (K : ℂ) ^ 2 * hS'
  have hv : ∀ v : Fin 2 → ℂ, blochMatrix K m M x *ᵥ v = z • v ↔
      (blochMatrix K m M x - z • (1 : Matrix (Fin 2) (Fin 2) ℂ)) *ᵥ v = 0 := by
    intro v
    rw [Matrix.sub_mulVec, Matrix.smul_mulVec, Matrix.one_mulVec, sub_eq_zero]
  simp only [hv]
  rw [Matrix.exists_mulVec_eq_zero_iff, hdet, mul_eq_zero, sub_eq_zero, sub_eq_zero]
```

## (e) Balancing the two amplitudes

**Task.** For a solution of $Dv=wv$ with real $w$, relate $|v_0|^2$ to $|v_1|^2$ without the phase factors.

**Solution.** The first row, and the complex conjugate of the second, read

$$\left(w-\frac{2K}{m}\right)v_0=-\kappa(1+e^{-ix})v_1,\qquad
\left(w-\frac{2K}{M}\right)\bar v_1=-\kappa(1+e^{-ix})\bar v_0 .$$

Multiply the first by $\bar v_0$ and the second by $v_1$. The right sides agree, hence

$$\left(w-\frac{2K}{m}\right)|v_0|^2=\left(w-\frac{2K}{M}\right)|v_1|^2 .$$

Normalisation is not needed. The rows are `h0` and `h1` in Lean, and `h2` is the conjugated second row. The last line performs the two multiplications and subtracts.

```lean
/-- In any mode, the squared amplitudes weighted by the detunings from the two on-site squared
frequencies `2K/m` and `2K/M` are equal. -/
theorem weight_balance {K m M x w : ℝ} {v : Fin 2 → ℂ}
    (h : blochMatrix K m M x *ᵥ v = (w : ℂ) • v) :
    (w - 2 * K / m) * ‖v 0‖ ^ 2 = (w - 2 * K / M) * ‖v 1‖ ^ 2 := by
  have h0 : ((2 * K / m : ℝ) : ℂ) * v 0
      + -((coupling K m M : ℂ) * (1 + Complex.exp (-(x * Complex.I)))) * v 1 = w * v 0 := by
    simpa [blochMatrix, Matrix.mulVec, dotProduct, Fin.sum_univ_two] using congrFun h 0
  have h1 : -((coupling K m M : ℂ) * (1 + Complex.exp (x * Complex.I))) * v 0
      + ((2 * K / M : ℝ) : ℂ) * v 1 = w * v 1 := by
    simpa [blochMatrix, Matrix.mulVec, dotProduct, Fin.sum_univ_two] using congrFun h 1
  have he : conj (Complex.exp (x * Complex.I)) = Complex.exp (-(x * Complex.I)) := by
    rw [← Complex.exp_conj]; simp
  -- conjugate the second row, so that the coupling terms cancel
  have h2 := congrArg conj h1
  simp only [map_add, map_mul, map_neg, map_one, Complex.conj_ofReal, he] at h2
  apply Complex.ofReal_injective
  push_cast at h0 h2 ⊢
  rw [← Complex.mul_conj', ← Complex.mul_conj']
  linear_combination -(conj (v 0)) * h0 + v 1 * h2
```

## (f) The exact share

**Task.** For $K>0$ and $0<m<M$, find the light atom's share of a unit optical mode and the heavy atom's share of a unit acoustic mode.

**Solution.** In the optical branch, $w_+-2K/m=K(S-\delta)$ and $w_+-2K/M=K(S+\delta)$. Part (e), divided by $K$, gives

$$(S-\delta)|v_0|^2=(S+\delta)|v_1|^2=(S+\delta)(1-|v_0|^2).$$

Thus $2S|v_0|^2=S+\delta$, and division by $2S>0$ yields $|v_0|^2=(1+r)/2$.

In the acoustic branch, $w_--2K/m=-K(S+\delta)$ and $w_--2K/M=-K(S-\delta)$. The balance becomes $(S-\delta)|v_1|^2=(S+\delta)|v_0|^2$, the same equation with the atoms exchanged, so $|v_1|^2=(1+r)/2$.

The Lean theorem is a pair of implications, one for each branch. In each, `hb'` is the balance after cancelling $K$; the second `mul_left_cancel₀` cancels $S$, using (b).

```lean
/-- Exact share of the squared norm: `(1 + contrast)/2` sits on the light atom in an optical mode
and on the heavy atom in an acoustic mode. -/
theorem share_formula {K m M : ℝ} (hK : 0 < K) (hm : 0 < m) (h : m < M) (x : ℝ)
    (v : Fin 2 → ℂ) :
    (IsUnitMode K m M x (opticalSq K m M x) v → ‖v 0‖ ^ 2 = (1 + contrast m M x) / 2) ∧
    (IsUnitMode K m M x (acousticSq K m M x) v → ‖v 1‖ ^ 2 = (1 + contrast m M x) / 2) := by
  have hS := (splitting_pos hm h x).ne'
  have e : contrast m M x * splitting m M x = 1 / m - 1 / M := div_mul_cancel₀ _ hS
  constructor
  · rintro ⟨hv, hn⟩
    have hb := weight_balance hv
    rw [opticalSq] at hb
    have hb' : (splitting m M x - (1 / m - 1 / M)) * ‖v 0‖ ^ 2
        = (splitting m M x + (1 / m - 1 / M)) * ‖v 1‖ ^ 2 :=
      mul_left_cancel₀ hK.ne' (by linear_combination hb)
    apply mul_left_cancel₀ hS
    linear_combination hb' / 2 + (splitting m M x + (1 / m - 1 / M)) / 2 * hn - e / 2
  · rintro ⟨hv, hn⟩
    have hb := weight_balance hv
    rw [acousticSq] at hb
    have hb' : (splitting m M x - (1 / m - 1 / M)) * ‖v 1‖ ^ 2
        = (splitting m M x + (1 / m - 1 / M)) * ‖v 0‖ ^ 2 :=
      mul_left_cancel₀ hK.ne' (by linear_combination hb)
    apply mul_left_cancel₀ hS
    linear_combination hb' / 2 + (splitting m M x + (1 / m - 1 / M)) / 2 * hn - e / 2
```

## (g) More than half, at every phase

**Task.** Under the same hypotheses, show that the light atom has more than half of every unit optical mode, and the heavy atom more than half of every unit acoustic mode.

**Solution.** Both $\delta$ and $S$ are positive, so $r>0$ and $(1+r)/2>1/2$. Part (f) identifies this number with the required share in each branch.

The theorem covers every real $x$ and every unit eigenvector, whatever its overall phase. Such vectors exist, because the eigenvectors from (d) can be normalised. The strict inequality $m<M$ matters: with equal masses at $x=\pi$, $D$ is a multiple of the identity and a mode may be placed on either atom. Alternating springs, longer-range forces and anharmonicity lie beyond the model.

In Lean, `hc` is $r>0$, and `linarith` finishes each branch after the exact share is substituted.

```lean
/-- Main theorem: at every phase, more than half the squared norm of a unit mode is on the light
atom in the optical branch and on the heavy atom in the acoustic branch. -/
theorem optical_light_acoustic_heavy {K m M : ℝ} (hK : 0 < K) (hm : 0 < m) (h : m < M) (x : ℝ)
    (v : Fin 2 → ℂ) :
    (IsUnitMode K m M x (opticalSq K m M x) v → 1 / 2 < ‖v 0‖ ^ 2) ∧
    (IsUnitMode K m M x (acousticSq K m M x) v → 1 / 2 < ‖v 1‖ ^ 2) := by
  have hc : 0 < contrast m M x :=
    div_pos (sub_pos.2 (one_div_lt_one_div_of_lt hm h)) (splitting_pos hm h x)
  obtain ⟨ho, ha⟩ := share_formula hK hm h x v
  exact ⟨fun hv => by rw [ho hv]; linarith, fun hv => by rw [ha hv]; linarith⟩
```

## (h) The smallest and largest shares

**Task.** For $0<m<M$, show that $(1+r)/2\ge M/(M+m)$ at every phase, with equality at $x=0$, and that $(1+r)/2=1$ at $x=\pi$.

**Solution.** The definition of $S$ subtracts a nonnegative term from $\sigma^2$, so $S\le\sigma$ and

$$r=\frac{\delta}{S}\ge\frac{\delta}{\sigma}=\frac{M-m}{M+m},\qquad
\frac{1+r}{2}\ge\frac{M}{M+m}.$$

At $x=0$ the sine vanishes, $S=\sigma$, and equality holds. At $x=\pi$ the cosine in (a) vanishes, so $S^2=\delta^2$. Both numbers are positive, hence $S=\delta$ and $r=1$.

The theorem concerns the expression $(1+r)/2$, which does not involve $K$; part (f) turns it into a statement about modes when $K>0$. The favoured atom therefore has its smallest share at the zone centre and carries the whole mode at the boundary.

The Lean proof treats the three claims in this order. `hle` is $S\le\sigma$, `h0` is the value at $x=0$, and `hf` factors $S^2-\delta^2=0$ so that the positive factor $S+\delta$ can be discarded.

```lean
/-- The share `(1 + contrast)/2` is at least `M/(M+m)` at every phase, equals this bound at
`x = 0`, and equals one at `x = π`. -/
theorem share_sharp_bound {m M : ℝ} (hm : 0 < m) (h : m < M) :
    (∀ x, M / (M + m) ≤ (1 + contrast m M x) / 2) ∧
    (1 + contrast m M 0) / 2 = M / (M + m) ∧ (1 + contrast m M Real.pi) / 2 = 1 := by
  have hM : 0 < M := hm.trans h
  have hs : 0 < M + m := by positivity
  have hd : 0 < 1 / m - 1 / M := sub_pos.2 (one_div_lt_one_div_of_lt hm h)
  have e : (1 / m - 1 / M) * (M + m) = (M - m) * (1 / m + 1 / M) := by
    field_simp
  have e2 : M / (M + m) = (1 + (M - m) / (M + m)) / 2 := by
    field_simp
    ring
  refine ⟨fun x => ?_, ?_, ?_⟩
  · -- the splitting never exceeds its value at the zone centre
    have hle : splitting m M x ≤ 1 / m + 1 / M := by
      have hp : 0 ≤ 4 * Real.sin (x / 2) ^ 2 / (m * M) := by positivity
      exact Real.sqrt_le_iff.2 ⟨by positivity, by linarith⟩
    have hc : (M - m) / (M + m) ≤ contrast m M x := by
      rw [contrast, div_le_div_iff₀ hs (splitting_pos hm h x), e]
      exact mul_le_mul_of_nonneg_left hle (by linarith)
    rw [e2]; linarith
  · have h0 : splitting m M 0 = 1 / m + 1 / M := by
      have hz : (1 / m + 1 / M) ^ 2 - 4 * Real.sin (0 / 2) ^ 2 / (m * M)
          = (1 / m + 1 / M) ^ 2 := by simp
      rw [splitting, hz, Real.sqrt_sq (by positivity)]
    have hc : contrast m M 0 = (M - m) / (M + m) := by
      rw [contrast, h0, div_eq_div_iff (by positivity) hs.ne', e]
    rw [hc, e2]
  · have hq := splitting_sq hm hM Real.pi
    rw [Real.cos_pi_div_two] at hq
    have hp : splitting m M Real.pi = 1 / m - 1 / M := by
      have hpos := splitting_pos hm h Real.pi
      have hf : (splitting m M Real.pi - (1 / m - 1 / M))
          * (splitting m M Real.pi + (1 / m - 1 / M)) = 0 := by
        linear_combination hq
      exact sub_eq_zero.1 ((mul_eq_zero.1 hf).resolve_right (add_pos hpos hd).ne')
    rw [contrast, hp, div_self hd.ne']; norm_num

end

end DiatomicChainPolarization
```

```lean
#print axioms DiatomicChainPolarization.eigenvalue_iff
#print axioms DiatomicChainPolarization.optical_light_acoustic_heavy
#print axioms DiatomicChainPolarization.share_sharp_bound
```

```
'DiatomicChainPolarization.eigenvalue_iff' depends on axioms: [propext, Classical.choice, Quot.sound]
'DiatomicChainPolarization.optical_light_acoustic_heavy' depends on axioms: [propext, Classical.choice, Quot.sound]
'DiatomicChainPolarization.share_sharp_bound' depends on axioms: [propext, Classical.choice, Quot.sound]
```
